# The Foldy–Wouthuysen transformation is unitary and removes the odd part of the free Dirac Hamiltonian

Take a real symmetric matrix whose off-diagonal entries couple an upper and a lower state, and rotate it:

$$\frac{1}{\sqrt5}\begin{pmatrix}2&1\\-1&2\end{pmatrix}\begin{pmatrix}3&4\\4&-3\end{pmatrix}\frac{1}{\sqrt5}\begin{pmatrix}2&-1\\1&2\end{pmatrix}=\begin{pmatrix}5&0\\0&-5\end{pmatrix}.$$

The coupling is gone. Here the mass is 3, the momentum is 4, and the rotation is generated by the product of $\beta=\mathrm{diag}(1,-1)$ with the off-diagonal part. The problems below carry this out using only the algebraic relations between the two parts.

## Relations and definitions

The setting is a real algebra $A$ with an involution $*$, which includes complex star-algebras. Where needed, `StarModule ℝ A` says that $(cx)^*=cx^*$ for real $c$.

```lean
import Mathlib

open Matrix

namespace FreeFoldyWouthuysen

noncomputable section

variable {A : Type*} [Ring A] [StarRing A] [Algebra ℝ A]
```

`IsDiracPair β O p` collects the assumptions: $\beta$ and $O$ are self-adjoint and anticommute, $\beta^2=1$ and $O^2=p^2$ with $p$ real. Physically, $\beta$ separates upper from lower components, and $O$ is the odd kinetic term that couples them at one fixed momentum.

```lean
/-- Self-adjoint elements `β` and `O` that anticommute, with `β² = 1` and `O² = p²`. -/
structure IsDiracPair (β O : A) (p : ℝ) : Prop where
  beta_sa : star β = β
  odd_sa : star O = O
  beta_sq : β * β = 1
  anti : β * O = -(O * β)
  odd_sq : O * O = (p ^ 2) • (1 : A)
```

In units with $c=1$, the energy is $E=\sqrt{m^2+p^2}$.

```lean
/-- The relativistic energy `E = √(m² + p²)`. -/
def energy (m p : ℝ) : ℝ := √(m ^ 2 + p ^ 2)
```

The Hamiltonian is $H=O+m\beta$, with no external potential.

```lean
/-- The free Dirac Hamiltonian `H = O + m β`. -/
def hamiltonian (β O : A) (m : ℝ) : A := O + m • β
```

The trial transformations are $R=a+b\,\beta O$ with real $a,b$.

```lean
/-- The element `a + b β O` with real coefficients. -/
def rot (β O : A) (a b : ℝ) : A := a • (1 : A) + b • (β * O)
```

The normalisation is $N=1/\sqrt{2E(E+m)}$.

```lean
/-- The normalisation factor `1 / √(2E(E + m))`. -/
def normFactor (m p : ℝ) : ℝ := (√(2 * energy m p * (energy m p + m)))⁻¹
```

The Foldy–Wouthuysen operator is $U=N(E+m+\beta O)$.

```lean
/-- The Foldy-Wouthuysen operator `U = (E + m + β O) / √(2E(E + m))`. -/
def fw (β O : A) (m p : ℝ) : A :=
  normFactor m p • ((energy m p + m) • (1 : A) + β * O)
```

This free-particle $U$ is the first step of the Douglas–Kroll–Hess method in electronic structure, but the exact decoupling below is proved for the free Hamiltonian; a nuclear potential generally leaves odd terms behind.

## Energy and normalisation

(a) Show that $E^2=m^2+p^2$.

The radicand is a sum of squares, hence non-negative, so squaring undoes the root.

```lean
lemma energy_sq (m p : ℝ) : energy m p ^ 2 = m ^ 2 + p ^ 2 :=
  Real.sq_sqrt (by positivity)
```

(b) For $m>0$, show that $E>0$.

Now $m^2+p^2\ge m^2>0$, and the root of a positive number is positive.

```lean
lemma energy_pos {m : ℝ} (hm : 0 < m) (p : ℝ) : 0 < energy m p :=
  Real.sqrt_pos.mpr (by positivity)
```

(c) For $m>0$, show that $N^2\cdot 2E(E+m)=1$.

By (b), $2E(E+m)>0$. Hence $N^2=1/(2E(E+m))$, and the product is 1.

```lean
lemma normFactor_sq {m : ℝ} (hm : 0 < m) (p : ℝ) :
    normFactor m p ^ 2 * (2 * energy m p * (energy m p + m)) = 1 := by
  have hE := energy_pos hm p
  have hX : 0 < 2 * energy m p * (energy m p + m) := by positivity
  rw [normFactor, inv_pow, Real.sq_sqrt hX.le, inv_mul_cancel₀ hX.ne']
```

(d) Write $U$ in the form $R$, with $a=N(E+m)$ and $b=N$.

Distribute $N$: $U=N(E+m)+N\beta O$.

```lean
omit [StarRing A] in
lemma fw_eq_rot (β O : A) (m p : ℝ) :
    fw β O m p = rot β O (normFactor m p * (energy m p + m)) (normFactor m p) := by
  rw [fw, rot, smul_add, smul_smul]
```

## Squares and adjoints

(e) Show that $(\beta O)^2=-p^2$.

Anticommute the first pair: $\beta O\beta O=-O\beta\beta O=-O^2=-p^2$.

```lean
variable {β O : A} {m p : ℝ}

/-- The product `β O` squares to `-p²`. -/
theorem generator_sq (h : IsDiracPair β O p) :
    β * O * (β * O) = -((p ^ 2) • (1 : A)) := by
  calc β * O * (β * O) = -(O * β) * (β * O) := by rw [← h.anti]
    _ = -(O * (β * β) * O) := by noncomm_ring
    _ = -((p ^ 2) • (1 : A)) := by rw [h.beta_sq, mul_one, h.odd_sq]
```

(f) Show that $H^2=E^2$.

Expanding, $H^2=O^2+m(O\beta+\beta O)+m^2\beta^2=p^2+0+m^2$. In Lean, `simp only` expands and inserts the relations, and `module` collects the real coefficients; the same pair of steps recurs below.

```lean
/-- The Dirac Hamiltonian squares to `E²`. -/
theorem hamiltonian_sq (h : IsDiracPair β O p) :
    hamiltonian β O m * hamiltonian β O m = (energy m p ^ 2) • (1 : A) := by
  rw [energy_sq]
  simp only [hamiltonian, add_mul, mul_add, smul_mul_assoc, mul_smul_comm,
    h.odd_sq, h.beta_sq, h.anti]
  module
```

(g) Show that $R^*=a-b\,\beta O$.

The involution reverses products, so $(\beta O)^*=O\beta=-\beta O$, while $a$ and $b$ are real.

```lean
lemma star_rot [StarModule ℝ A] (h : IsDiracPair β O p) (a b : ℝ) :
    star (rot β O a b) = a • (1 : A) - b • (β * O) := by
  have hK : star (β * O) = -(β * O) := by
    rw [star_mul, h.odd_sa, h.beta_sa, h.anti, neg_neg]
  simp only [rot, star_add, star_smul, star_one, star_trivial, hK]
  module
```

## The decoupling condition

(h) Show that
$$RHR^*=(a^2-b^2p^2-2abm)\,O+\big(m(a^2-b^2p^2)+2abp^2\big)\beta.$$

Put $K=\beta O$. The relations give $KO=p^2\beta$, $K\beta=-O$, $OK=-p^2\beta$ and $\beta K=O$. Multiplying from the left,
$$RH=(a-bm)O+(am+bp^2)\beta.$$
Multiplying from the right by $a-bK$, the coefficient of $O$ is $a(a-bm)-b(am+bp^2)$ and that of $\beta$ is $a(am+bp^2)+bp^2(a-bm)$. These are the stated ones. The proof has the same four product rules and the same intermediate result, `h1`.

```lean
/-- Conjugating the Dirac Hamiltonian with `a + b β O` gives an explicit combination of the
odd operator `O` and the even operator `β`. -/
theorem rot_conj [StarModule ℝ A] (h : IsDiracPair β O p) (a b : ℝ) :
    rot β O a b * hamiltonian β O m * star (rot β O a b) =
      (a ^ 2 - b ^ 2 * p ^ 2 - 2 * a * b * m) • O +
      (m * (a ^ 2 - b ^ 2 * p ^ 2) + 2 * a * b * p ^ 2) • β := by
  have hKO : β * O * O = (p ^ 2) • β := by
    rw [mul_assoc, h.odd_sq, mul_smul_comm, mul_one]
  have hKB : β * O * β = -O := by
    rw [h.anti, neg_mul, mul_assoc, h.beta_sq, mul_one]
  have hOK : O * (β * O) = -((p ^ 2) • β) := by
    rw [← hKO, h.anti, neg_mul, neg_neg, mul_assoc, h.anti]
  have hBK : β * (β * O) = O := by rw [← mul_assoc, h.beta_sq, one_mul]
  -- first multiply from the left, then from the right
  have h1 : rot β O a b * hamiltonian β O m =
      (a - b * m) • O + (a * m + b * p ^ 2) • β := by
    simp only [rot, hamiltonian, add_mul, mul_add, smul_mul_assoc, mul_smul_comm,
      one_mul, hKO, hKB]
    module
  rw [h1, star_rot h]
  simp only [add_mul, mul_sub, smul_mul_assoc, mul_smul_comm, mul_one, hOK, hBK]
  module
```

(i) Let $p\neq0$ and $1\neq0$ in $A$. Show that $RHR^*$ commutes with $\beta$ exactly when $a^2-b^2p^2=2abm$.

For real $c,d$,
$$\beta(cO+d\beta)-(cO+d\beta)\beta=2c\,\beta O.$$
If this vanishes, multiplying by $\beta O$ gives $-2cp^2\cdot1=0$, so $c=0$. Conversely, $c=0$ makes the commutator vanish. By (h), $c=a^2-b^2p^2-2abm$.

With $a=\cos\theta$ and $bp=\sin\theta$ the condition reads $m\sin2\theta=p\cos2\theta$. The rotation of the opening example satisfies it, with $\tan\theta=\tfrac12$ and $\tan2\theta=\tfrac43=p/m$. The condition alone does not make $R$ unitary: $a=b=0$ satisfies it too.

```lean
/-- For `p ≠ 0` and `1 ≠ 0` in `A`, conjugation with `a + b β O` turns the Dirac Hamiltonian into an
operator commuting with `β` exactly when `a² - b² p² = 2 a b m`. -/
theorem rot_decouples_iff [StarModule ℝ A] [Nontrivial A] (h : IsDiracPair β O p)
    (hp : p ≠ 0) (a b : ℝ) :
    Commute β (rot β O a b * hamiltonian β O m * star (rot β O a b)) ↔
      a ^ 2 - b ^ 2 * p ^ 2 = 2 * a * b * m := by
  have hOB : O * β = -(β * O) := by rw [h.anti, neg_neg]
  have key : ∀ c d : ℝ, β * (c • O + d • β) - (c • O + d • β) * β
      = (2 * c) • (β * O) := by
    intro c d
    simp only [mul_add, add_mul, mul_smul_comm, smul_mul_assoc, hOB]
    module
  rw [rot_conj h, commute_iff_eq, ← sub_eq_zero, key]
  constructor
  · intro h0
    -- multiply by `β O` to reach a multiple of the identity
    have h1 := congrArg (fun x => x * (β * O)) h0
    simp only [smul_mul_assoc, generator_sq h, zero_mul, smul_neg, neg_eq_zero,
      smul_smul] at h1
    rcases smul_eq_zero.mp h1 with h2 | h2
    · rcases mul_eq_zero.mp h2 with h3 | h3
      · linarith
      · exact absurd h3 (pow_ne_zero 2 hp)
    · exact absurd h2 one_ne_zero
  · intro h0
    rw [h0, sub_self, mul_zero, zero_smul]
```

## Exact decoupling

(j) For $m>0$, show that $U^*U=UU^*=1$.

By (e) and (g), $R^*R=RR^*=a^2-b^2K^2=a^2+b^2p^2$. With the coefficients from (d),
$$N^2\big((E+m)^2+p^2\big)=N^2(2E^2+2Em)=1.$$
This scalar identity is `hn` in the proof.

```lean
/-- For `m > 0`, the Foldy-Wouthuysen operator is unitary. -/
theorem fw_unitary [StarModule ℝ A] (h : IsDiracPair β O p) (hm : 0 < m) :
    star (fw β O m p) * fw β O m p = 1 ∧ fw β O m p * star (fw β O m p) = 1 := by
  have hn : (normFactor m p * (energy m p + m)) ^ 2 + normFactor m p ^ 2 * p ^ 2 = 1 := by
    linear_combination normFactor_sq hm p - normFactor m p ^ 2 * energy_sq m p
  rw [fw_eq_rot, star_rot h]
  generalize normFactor m p * (energy m p + m) = a at hn ⊢
  generalize normFactor m p = b at hn ⊢
  have h1 : (1 : A) = (a ^ 2 + b ^ 2 * p ^ 2) • (1 : A) := by rw [hn, one_smul]
  constructor
  · refine Eq.trans ?_ h1.symm
    simp only [rot, sub_mul, mul_add, smul_mul_assoc, mul_smul_comm, one_mul, mul_one,
      generator_sq h]
    module
  · refine Eq.trans ?_ h1.symm
    simp only [rot, add_mul, mul_sub, smul_mul_assoc, mul_smul_comm, one_mul, mul_one,
      generator_sq h]
    module
```

(k) For $m>0$, show that $UHU^*=E\beta$.

Insert the coefficients into (h). The odd one is
$$N^2\big((E+m)^2-p^2-2m(E+m)\big)=N^2(E^2-m^2-p^2)=0.$$
Thus $a^2-b^2p^2=2abm$, and the even one becomes
$$2ab(m^2+p^2)=2N^2(E+m)E^2=E.$$
Lean proves the two identities as `hodd` and `heven`, with `linear_combination` drawing on (a) and (c).

```lean
/-- For `m > 0`, the Foldy-Wouthuysen transformation brings the free Dirac Hamiltonian to the form
`U (O + m β) U* = E β`. -/
theorem fw_decouples [StarModule ℝ A] (h : IsDiracPair β O p) (hm : 0 < m) :
    fw β O m p * hamiltonian β O m * star (fw β O m p) = energy m p • β := by
  have hb := normFactor_sq hm p
  have hE := energy_sq m p
  rw [fw_eq_rot, rot_conj h]
  generalize normFactor m p = b at hb ⊢
  generalize energy m p = E at hb hE ⊢
  -- the odd coefficient vanishes and the even one equals the energy
  have hodd : (b * (E + m)) ^ 2 - b ^ 2 * p ^ 2 - 2 * (b * (E + m)) * b * m = 0 := by
    linear_combination b ^ 2 * hE
  have heven : m * ((b * (E + m)) ^ 2 - b ^ 2 * p ^ 2) + 2 * (b * (E + m)) * b * p ^ 2
      = E := by
    linear_combination E * hb - b ^ 2 * (m + 2 * E) * hE
  rw [hodd, heven, zero_smul, zero_add]
```

(l) For $m>0$, show that $U\,\tfrac12(1+H/E)\,U^*=\tfrac12(1+\beta)$.

By linearity, the left side is $\tfrac12(UU^*+UHU^*/E)$; use (j) and (k). The positive-energy projector thus becomes the projector onto upper components.

```lean
/-- For `m > 0`, the Foldy-Wouthuysen transformation carries `(1 + H/E)/2` to `(1 + β)/2`. -/
theorem fw_projector [StarModule ℝ A] (h : IsDiracPair β O p) (hm : 0 < m) :
    fw β O m p * ((1 / 2 : ℝ) • (1 + (energy m p)⁻¹ • hamiltonian β O m)) *
      star (fw β O m p) = (1 / 2 : ℝ) • (1 + β) := by
  simp only [mul_add, add_mul, mul_smul_comm, smul_mul_assoc, mul_one]
  rw [(fw_unitary h hm).2, fw_decouples h hm, smul_smul,
    inv_mul_cancel₀ (energy_pos hm p).ne', one_smul]
```

## Four-component matrices

For a real three-momentum $q=(q_0,q_1,q_2)$, let $S=\sigma\cdot q$ be the Pauli combination.

```lean
/-- The Pauli matrix combination `σ·q` for a three-momentum `q`. -/
def sigmaDot (q : Fin 3 → ℝ) : Matrix (Fin 2) (Fin 2) ℂ :=
  !![(q 2 : ℂ), q 0 - Complex.I * q 1; q 0 + Complex.I * q 1, -(q 2 : ℂ)]
```

In two-by-two blocks, $\beta=\mathrm{diag}(1,-1)$.

```lean
/-- The Dirac matrix `β` in two-by-two blocks. -/
def diracBeta : Matrix (Fin 2 ⊕ Fin 2) (Fin 2 ⊕ Fin 2) ℂ := fromBlocks 1 0 0 (-1)
```

The odd term $\alpha\cdot q$ has $S$ in both off-diagonal blocks.

```lean
/-- The Dirac matrix combination `α·q` in two-by-two blocks. -/
def alphaDot (q : Fin 3 → ℝ) : Matrix (Fin 2 ⊕ Fin 2) (Fin 2 ⊕ Fin 2) ℂ :=
  fromBlocks 0 (sigmaDot q) (sigmaDot q) 0
```

The number $p$ is now $|q|$.

```lean
/-- The length of the three-momentum `q`. -/
def momentum (q : Fin 3 → ℝ) : ℝ := √(q 0 ^ 2 + q 1 ^ 2 + q 2 ^ 2)
```

(m) Show that $S^2=q_0^2+q_1^2+q_2^2$.

Each diagonal entry is $q_2^2+(q_0-iq_1)(q_0+iq_1)$, which is the sum of squares. The off-diagonal entries cancel, for example $q_2(q_0-iq_1)-(q_0-iq_1)q_2=0$.

```lean
lemma sigmaDot_sq (q : Fin 3 → ℝ) :
    sigmaDot q * sigmaDot q = (q 0 ^ 2 + q 1 ^ 2 + q 2 ^ 2) • 1 := by
  ext i j
  fin_cases i <;> fin_cases j <;>
    simp [sigmaDot, Matrix.mul_apply, Fin.sum_univ_two] <;>
    first
      | ring1
      | linear_combination (-(q 1 : ℂ) ^ 2) * Complex.I_sq
```

(n) Show that $S^\dagger=S$.

The diagonal is real, and the off-diagonal entries $q_0\mp iq_1$ are conjugates of each other.

```lean
lemma sigmaDot_star (q : Fin 3 → ℝ) : (sigmaDot q)ᴴ = sigmaDot q := by
  ext i j
  fin_cases i <;> fin_cases j <;> simp [sigmaDot, Matrix.conjTranspose_apply]
  ring
```

(o) Show that $\beta$ and $\alpha\cdot q$ satisfy `IsDiracPair` with $p=|q|$.

Self-adjointness follows from (n), and $\beta^2=1$ is immediate. By (m), $(\alpha\cdot q)^2=\mathrm{diag}(S^2,S^2)=|q|^2$. Finally,
$$\beta(\alpha\cdot q)=\begin{pmatrix}0&S\\-S&0\end{pmatrix}=-(\alpha\cdot q)\beta.$$

```lean
/-- The Dirac matrices `β` and `α·q` satisfy the assumed relations with `p = |q|`. -/
theorem isDiracPair_witness (q : Fin 3 → ℝ) :
    IsDiracPair diracBeta (alphaDot q) (momentum q) where
  beta_sa := by simp [diracBeta, star_eq_conjTranspose, fromBlocks_conjTranspose]
  odd_sa := by
    simp [alphaDot, star_eq_conjTranspose, fromBlocks_conjTranspose, sigmaDot_star]
  beta_sq := by simp [diracBeta, fromBlocks_multiply]
  anti := by simp [diracBeta, alphaDot, fromBlocks_multiply, fromBlocks_neg]
  odd_sq := by
    rw [momentum, Real.sq_sqrt (by positivity), alphaDot, fromBlocks_multiply,
      ← fromBlocks_one, fromBlocks_smul]
    simp [sigmaDot_sq]
```

(p) For $m>0$ and $H=\alpha\cdot q+m\beta$, show that
$$UHU^*=\begin{pmatrix}E\,1_2&0\\0&-E\,1_2\end{pmatrix}.$$

Apply (k) to the pair from (o) and write out $E\beta$ in blocks. At $q=0$ the odd term vanishes, $E=m$ and $U=2m/\sqrt{4m^2}=1$: a particle at rest is already decoupled.

```lean
/-- For the four-component Dirac Hamiltonian `α·q + m β` with `m > 0`, the Foldy-Wouthuysen
transformation gives the block-diagonal matrix with blocks `E` and `-E`. -/
theorem dirac_block_diagonal (q : Fin 3 → ℝ) (hm : 0 < m) :
    fw diracBeta (alphaDot q) m (momentum q) * hamiltonian diracBeta (alphaDot q) m *
      star (fw diracBeta (alphaDot q) m (momentum q)) =
    fromBlocks (energy m (momentum q) • 1) 0 0 (-(energy m (momentum q) • 1)) := by
  rw [fw_decouples (isDiracPair_witness q) hm, diracBeta, fromBlocks_smul]
  simp only [smul_zero, smul_neg]

end

end FreeFoldyWouthuysen
```

```lean
#print axioms FreeFoldyWouthuysen.hamiltonian_sq
#print axioms FreeFoldyWouthuysen.rot_decouples_iff
#print axioms FreeFoldyWouthuysen.fw_projector
#print axioms FreeFoldyWouthuysen.dirac_block_diagonal
```

```
'FreeFoldyWouthuysen.hamiltonian_sq' depends on axioms: [propext, Classical.choice, Quot.sound]
'FreeFoldyWouthuysen.rot_decouples_iff' depends on axioms: [propext, Classical.choice, Quot.sound]
'FreeFoldyWouthuysen.fw_projector' depends on axioms: [propext, Classical.choice, Quot.sound]
'FreeFoldyWouthuysen.dirac_block_diagonal' depends on axioms: [propext, Classical.choice, Quot.sound]
```
